# Orthonormality of the two heavy-hole states p_x + i p_y with spin up and p_x − i p_y with spin down

In a six-dimensional space of three p orbitals and two spin states, the heavy-hole states are p_x + i p_y with spin up and p_x − i p_y with spin down, each up to a phase and with amplitudes of squared modulus 1/2 on p_x and p_y. The lemma says that these two states are orthonormal. In matrix form, if B is the 6 × 2 matrix whose columns are the states, then B†B is the 2 × 2 identity. The attempt checks the four entries of this product one by one, expanding the sums over orbital and spin with `simp` and finishing the complex arithmetic with `ring_nf` and the rule for I².

This version doesn't compile in Lean 4 with Mathlib:

```lean
import Mathlib

open Matrix
open Complex (I)
open scoped Kronecker

namespace HeavyHoleHyperfine

noncomputable section

/-- The two heavy-hole states: `(p_x + i p_y)` with spin up (`k = 0`) and `(p_x - i p_y)` with
spin down (`k = 1`), up to a common phase and normalisation. -/
def heavyHole (k : Fin 2) : Fin 3 × Fin 2 → ℂ := fun p =>
  if p.2 = k then !![(1 + I) / 2, (-1 + I) / 2, 0; (1 + I) / 2, (1 - I) / 2, 0] k p.1 else 0

/-- The matrix whose columns are the two heavy-hole states. -/
def holeBasis : Matrix (Fin 3 × Fin 2) (Fin 2) ℂ := Matrix.of fun p k => heavyHole k p

/-- The two heavy-hole states are orthonormal. -/
theorem holeBasis_orthonormal : holeBasisᴴ * holeBasis = 1 := by
  ext k l
  fin_cases k <;> fin_cases l <;>
    simp [holeBasis, heavyHole, Matrix.mul_apply, Fintype.sum_prod_type, Fin.sum_univ_succ] <;>
    (try ring_nf) <;> (try simp only [Complex.I_sq]) <;> (try ring_nf)

end

end HeavyHoleHyperfine
```

Lean reports:

```
Main.lean:20:62: error: unsolved goals
case «0».«0»
⊢ ((starRingEnd ℂ) 2)⁻¹ * 2 = 1

case «1».«1»
⊢ ((starRingEnd ℂ) 2)⁻¹ * 2 = 1
```

What went wrong. The message shows two goals left over, the diagonal entries, which state that each vector has norm one. Both have come down to `((starRingEnd ℂ) 2)⁻¹ * 2 = 1`, where `starRingEnd ℂ` is complex conjugation. The conjugate of 2 comes from conjugating amplitudes that are divided by 2. It is of course 2, but the calls to `simp` left it unevaluated, and `ring_nf` treats it as an opaque quantity, so it cannot cancel its inverse against the 2. Since the later steps are wrapped in `try`, they raise no error of their own, and Lean reports the unsolved goals for the proof as a whole.

The repair first proves the missing fact as `c2`, using `map_ofNat`, which says that a ring homomorphism such as conjugation fixes numerals like 2. At the end, `rw [c2]` replaces the conjugate by 2, and `norm_num` proves the remaining `2⁻¹ * 2 = 1`.

The mended proof, as a diff:

```diff
@@ -19,8 +19,10 @@
 /-- The two heavy-hole states are orthonormal. -/
 theorem holeBasis_orthonormal : holeBasisᴴ * holeBasis = 1 := by
+  have c2 : (starRingEnd ℂ) 2 = 2 := map_ofNat (starRingEnd ℂ) 2
   ext k l
   fin_cases k <;> fin_cases l <;>
     simp [holeBasis, heavyHole, Matrix.mul_apply, Fintype.sum_prod_type, Fin.sum_univ_succ] <;>
-    (try ring_nf) <;> (try simp only [Complex.I_sq]) <;> (try ring_nf)
+    (try ring_nf) <;> (try simp only [Complex.I_sq]) <;> (try ring_nf) <;>
+    (try rw [c2]) <;> (try norm_num)
 
 end
```
